# Kohn's commutator: an interaction that commutes with the total kinetic momentum leaves the collective cyclotron step at $B$

Take $N$ particles of unit mass in a uniform field, with kinetic momenta $\Pi_{ax},\Pi_{ay}$ for particle $a$. Suppose that $[\Pi_{ax},\Pi_{ay}]=iB$, that momenta of different particles commute, and that $V$ commutes with both components of the total kinetic momentum. Then

$$H=\tfrac12\sum_a(\Pi_{ax}^2+\Pi_{ay}^2)+V,\qquad P=\sum_a(\Pi_{ax}-i\Pi_{ay})$$

satisfy $[H,P]=BP$. If $H\psi=E\psi$ and $P^k\psi\neq0$, then $P^k\psi$ is an eigenvector of $H$ with energy $E+kB$.

The units have $\hbar=1$, and the charge is absorbed into the real number $B$, so $|B|$ is the cyclotron energy. $P$ raises the energy when $B>0$. For a $V$ that is a function of the positions, the condition expresses translation invariance: a pair potential that depends only on $\mathbf r_a-\mathbf r_b$ meets it, while an impurity or a trap generally does not.

## A residual test for interacting particles in a field

A many-body code for identical particles in a uniform field, with a translation-invariant interaction and no confinement, should reproduce this step however strong the interaction is. Given a computed eigenpair $(E,\psi)$, form $\varphi=P\psi$. If, for normalised $\psi$, $\|\varphi\|$ stays away from zero, the residual $\|H\varphi-(E+B)\varphi\|/\|\varphi\|$ should tend to zero as the basis is enlarged towards completeness, higher Landau levels included, provided that $\psi$ converges well enough for $P$ and $H$ to be applied to it. A residual that persists under these conditions points to an error, for instance in the kinetic term, the interaction matrix elements or the gauge.

## From one-particle commutators to the ladder

Write $X=\sum_a\Pi_{ax}$ and $Y=\sum_a\Pi_{ay}$, so that $P=X-iY$. In a commutator of one particle's momentum with a total, only that particle's own term can survive:

$$[\Pi_{ax},X]=0,\quad[\Pi_{ay},X]=-iB,\quad[\Pi_{ax},Y]=iB,\quad[\Pi_{ay},Y]=0.$$

Now let $T$ be any operator with $[\Pi_{ax},T]=c$ and $[\Pi_{ay},T]=d$ for all $a$, where $c,d$ are numbers, and with $[V,T]=0$. If $[A,T]=s$ is a number, then $[A^2,T]=A[A,T]+[A,T]A=2sA$. Hence

$$[H,T]=\tfrac12\sum_a(2c\,\Pi_{ax}+2d\,\Pi_{ay})=cX+dY.$$

Choosing $T=X$ and then $T=Y$ gives the cyclotron equations, in which $V$ is absent:

$$[H,X]=-iBY,\qquad[H,Y]=iBX.$$

Therefore

$$[H,P]=-iBY-i(iBX)=B(X-iY)=BP.$$

The energies follow by induction. The case $k=0$ is $H\psi=E\psi$, and if $HP^k\psi=(E+kB)P^k\psi$, then

$$HP^{k+1}\psi=PHP^k\psi+BP^{k+1}\psi=(E+(k+1)B)P^{k+1}\psi.$$

To find a case in which the ladder never stops, let $Q=\sum_a(\Pi_{ax}+i\Pi_{ay})=X+iY$. Summing $[\Pi_{ax},Y]=iB$ over $a$ gives $[X,Y]=iNB$, so

$$[Q,P]=-2i[X,Y]=2NB.$$

If $Q\psi=0$, then $QP\psi=2NB\,\psi$. Moving $Q$ past one more factor of $P$ adds another $2NB$ each time, so by induction

$$QP^{n+1}\psi=(n+1)\,2NB\,P^n\psi.$$

For $N\geq1$ and $B\neq0$ the factor is nonzero. Thus $P^{n+1}\psi=0$ would force $P^n\psi=0$, and so on down to $\psi=0$. If $\psi\neq0$, every $P^k\psi$ is therefore nonzero.

This argument uses only the algebra. In a Hilbert space where the momenta are symmetric operators, and for $\psi$ to which these products can be applied, $\|P\psi\|^2=\|Q\psi\|^2+2NB\|\psi\|^2$. For $B>0$, $P$ therefore annihilates no nonzero state, whether or not $Q\psi=0$. For $B<0$, no nonzero state satisfies $Q\psi=0$, so the tower above describes physical states only when $B>0$.

## Two interacting particles at $B=3$

Let the operators act on polynomials in $x_1,x_2$, with $\partial_a=\partial/\partial x_a$ and

$$\Pi_{ax}=\tfrac12(x_a+2B\partial_a),\qquad\Pi_{ay}=\tfrac i2(x_a-2B\partial_a).$$

Then $P=x_1+x_2$, $Q=2B(\partial_1+\partial_2)$, and the kinetic energy is $B\sum_a(x_a\partial_a+\tfrac12)$. Take $V=(x_1-x_2)(\partial_1-\partial_2)$, which acts only on the relative variable and commutes with both totals. This is an algebraic model: for $B>0$, multiplication by $x_a$ raises particle $a$ by one Landau level, so $x_a$ is not a position and $V$ is not a pair potential in the positions.

For $B=3$, the polynomial $\psi=x_1-x_2$ has kinetic energy $3(1+1)=6$ and $V\psi=2\psi$, so $E=8$. Next, $P\psi=x_1^2-x_2^2$ has kinetic energy $3(2+1)=9$, and $V$ again contributes $2$, which gives $11=8+3$. The interaction shifts both levels by the same amount.

**A term $V$ that does not commute with the total momentum.** Keep one particle, $B=3$, and set $V=x\partial$. All the momentum relations still hold, but $[V,P]=[x\partial,x]=x\neq0$. The constant polynomial $1$ has energy $3/2$, while $P\,1=x$ has energy $9/2+1=11/2$. The step is $4$, not $3$.

## The Lean file

```lean
import Mathlib

open Complex

namespace KohnTheorem

noncomputable section

variable {ι W : Type*} [Fintype ι] [AddCommGroup W] [Module ℂ W]

-- An instance: polynomials with one variable `x` per particle, `Π_x = (x + 2B ∂) / 2`,
-- `Π_y = i (x - 2B ∂) / 2` and `V = 0`; the constant polynomial is annihilated by `Q` below.

/-- Kinetic momenta of particles in a uniform field `B`, with a potential `V` that commutes
with both components of the total kinetic momentum. -/
structure IsKohnSystem (B : ℝ) (px py : ι → Module.End ℂ W) (V : Module.End ℂ W) : Prop where
  same : ∀ a, px a * py a - py a * px a = (I * B) • (1 : Module.End ℂ W)
  xx : ∀ a b, a ≠ b → Commute (px a) (px b)
  xy : ∀ a b, a ≠ b → Commute (px a) (py b)
  yy : ∀ a b, a ≠ b → Commute (py a) (py b)
  vx : Commute V (∑ a, px a)
  vy : Commute V (∑ a, py a)

/-- The Hamiltonian: kinetic energy of all particles (unit mass) plus the potential. -/
def hamiltonian (px py : ι → Module.End ℂ W) (V : Module.End ℂ W) : Module.End ℂ W :=
  (1 / 2 : ℂ) • ∑ a, (px a * px a + py a * py a) + V

/-- The collective operator `P = ∑ (Π_x - i Π_y)`. -/
def raising (px py : ι → Module.End ℂ W) : Module.End ℂ W := ∑ a, (px a - I • py a)

/-- The collective operator `Q = ∑ (Π_x + i Π_y)`. -/
def lowering (px py : ι → Module.End ℂ W) : Module.End ℂ W := ∑ a, (px a + I • py a)

variable {B : ℝ} {px py : ι → Module.End ℂ W} {V : Module.End ℂ W}

/-- If `T` commutes with `V` and has the same scalar commutator `[px a, T] = c` and `[py a, T] = d`
for every particle `a`, then `[H, T]` is `c` times the total `x` momentum plus `d` times the total
`y` momentum. -/
theorem hamiltonian_comm {T : Module.End ℂ W} {c d : ℂ}
    (hx : ∀ a, px a * T - T * px a = c • (1 : Module.End ℂ W))
    (hy : ∀ a, py a * T - T * py a = d • (1 : Module.End ℂ W)) (hV : Commute V T) :
    hamiltonian px py V * T - T * hamiltonian px py V = c • ∑ a, px a + d • ∑ a, py a := by
  -- the commutator of a square, by the Leibniz rule
  have sq : ∀ (A : Module.End ℂ W) (s : ℂ), A * T - T * A = s • (1 : Module.End ℂ W) →
      A * A * T - T * (A * A) = (2 * s) • A := by
    intro A s h
    calc A * A * T - T * (A * A) = A * (A * T - T * A) + (A * T - T * A) * A := by
          noncomm_ring
      _ = (2 * s) • A := by
          rw [h, mul_smul_comm, mul_one, smul_mul_assoc, one_mul]
          module
  have hk : (∑ a, (px a * px a + py a * py a)) * T - T * ∑ a, (px a * px a + py a * py a)
      = (2 * c) • ∑ a, px a + (2 * d) • ∑ a, py a := by
    rw [Finset.sum_mul, Finset.mul_sum, ← Finset.sum_sub_distrib, Finset.smul_sum,
      Finset.smul_sum, ← Finset.sum_add_distrib]
    refine Finset.sum_congr rfl fun a _ => ?_
    rw [← sq _ _ (hx a), ← sq _ _ (hy a), add_mul, mul_add]
    abel
  unfold hamiltonian
  generalize (∑ a, (px a * px a + py a * py a)) = K at hk ⊢
  calc ((1 / 2 : ℂ) • K + V) * T - T * ((1 / 2 : ℂ) • K + V)
      = (1 / 2 : ℂ) • (K * T - T * K) + (V * T - T * V) := by
        rw [add_mul, mul_add, smul_mul_assoc, mul_smul_comm]
        module
    _ = c • ∑ a, px a + d • ∑ a, py a := by
        rw [hk, hV.eq, sub_self]
        module

/-- The `x` momentum of one particle has commutator `i B` with the total `y` momentum, and its `y`
momentum has commutator `-i B` with the total `x` momentum. -/
theorem momentum_total_comm (h : IsKohnSystem B px py V) (a : ι) :
    px a * (∑ b, py b) - (∑ b, py b) * px a = (I * B) • (1 : Module.End ℂ W) ∧
    py a * (∑ b, px b) - (∑ b, px b) * py a = (-(I * B)) • (1 : Module.End ℂ W) := by
  constructor
  · rw [Finset.mul_sum, Finset.sum_mul, ← Finset.sum_sub_distrib, ← h.same a]
    exact Finset.sum_eq_single a
      (fun b _ hb => sub_eq_zero.mpr (h.xy a b hb.symm).eq)
      (fun ha => absurd (Finset.mem_univ a) ha)
  · rw [Finset.mul_sum, Finset.sum_mul, ← Finset.sum_sub_distrib, neg_smul, ← h.same a, neg_sub]
    exact Finset.sum_eq_single a
      (fun b _ hb => sub_eq_zero.mpr (h.xy b a hb).symm.eq)
      (fun ha => absurd (Finset.mem_univ a) ha)

/-- The commutators of `H` with the total momenta are those of cyclotron motion; the
potential does not appear in them. -/
theorem total_momentum_comm (h : IsKohnSystem B px py V) :
    hamiltonian px py V * (∑ a, px a) - (∑ a, px a) * hamiltonian px py V
      = (-(I * B)) • ∑ a, py a ∧
    hamiltonian px py V * (∑ a, py a) - (∑ a, py a) * hamiltonian px py V
      = (I * B) • ∑ a, px a := by
  have self : ∀ p : ι → Module.End ℂ W, (∀ a b, a ≠ b → Commute (p a) (p b)) →
      ∀ a, p a * (∑ b, p b) - (∑ b, p b) * p a = (0 : ℂ) • (1 : Module.End ℂ W) := by
    intro p hp a
    rw [zero_smul, sub_eq_zero]
    refine (Commute.sum_right _ _ _ fun b _ => ?_).eq
    rcases eq_or_ne a b with rfl | hab
    · exact Commute.refl _
    · exact hp a b hab
  constructor
  · rw [hamiltonian_comm (self px h.xx) (fun a => (momentum_total_comm h a).2) h.vx,
      zero_smul, zero_add]
  · rw [hamiltonian_comm (fun a => (momentum_total_comm h a).1) (self py h.yy) h.vy,
      zero_smul, add_zero]

/-- The Kohn commutator `[H, P] = B P`. -/
theorem kohn_commutator (h : IsKohnSystem B px py V) :
    hamiltonian px py V * raising px py - raising px py * hamiltonian px py V
      = (B : ℂ) • raising px py := by
  obtain ⟨hx, hy⟩ := total_momentum_comm h
  have hP : raising px py = ∑ a, px a - I • ∑ a, py a := by
    rw [raising, Finset.sum_sub_distrib, Finset.smul_sum]
  have hI : I * (I * (B : ℂ)) = -B := by linear_combination (B : ℂ) * I_sq
  rw [hP]
  generalize hamiltonian px py V = H at hx hy ⊢
  generalize (∑ a, px a) = X at hx hy ⊢
  generalize (∑ a, py a) = Y at hx hy ⊢
  calc H * (X - I • Y) - (X - I • Y) * H = (H * X - X * H) - I • (H * Y - Y * H) := by
        simp only [mul_sub, sub_mul, mul_smul_comm, smul_mul_assoc]
        module
    _ = (B : ℂ) • (X - I • Y) := by
        rw [hx, hy, smul_smul, hI]
        module

/-- Kohn's theorem: if `ψ` has energy `E` and `P ^ k ψ` is nonzero, then `P ^ k ψ` is an
eigenvector of `H` with energy `E + k B`. -/
theorem kohn_theorem (h : IsKohnSystem B px py V) {E : ℂ} {ψ : W}
    (hE : hamiltonian px py V ψ = E • ψ) (k : ℕ) (hk : (raising px py ^ k) ψ ≠ 0) :
    Module.End.HasEigenvector (hamiltonian px py V) (E + k * B) ((raising px py ^ k) ψ) := by
  have hHP : ∀ φ, hamiltonian px py V (raising px py φ)
      = raising px py (hamiltonian px py V φ) + (B : ℂ) • raising px py φ :=
    fun φ => sub_eq_iff_eq_add'.mp (LinearMap.congr_fun (kohn_commutator h) φ)
  refine ⟨Module.End.mem_eigenspace_iff.mpr ?_, hk⟩
  clear hk
  induction k with
  | zero => simp [hE]
  | succ k ih =>
    rw [pow_succ', Module.End.mul_apply, hHP, ih, map_smul]
    push_cast
    module

/-- For `N` particles the collective operators satisfy `[Q, P] = 2 N B`. -/
theorem lowering_raising_comm (h : IsKohnSystem B px py V) :
    lowering px py * raising px py - raising px py * lowering px py
      = (2 * Fintype.card ι * B : ℂ) • (1 : Module.End ℂ W) := by
  have key : ∀ T : Module.End ℂ W,
      (∀ a, px a * T - T * px a = (I * B) • (1 : Module.End ℂ W)) →
      (∑ a, px a) * T - T * (∑ a, px a)
        = ((Fintype.card ι : ℂ) * (I * B)) • (1 : Module.End ℂ W) := by
    intro T hT
    rw [Finset.sum_mul, Finset.mul_sum, ← Finset.sum_sub_distrib,
      Finset.sum_congr rfl (fun a _ => hT a), Finset.sum_const, Finset.card_univ,
      ← Nat.cast_smul_eq_nsmul ℂ, smul_smul]
  have hXY := key _ fun a => (momentum_total_comm h a).1
  rw [lowering, raising, Finset.sum_add_distrib, Finset.sum_sub_distrib, ← Finset.smul_sum]
  generalize (∑ a, px a) = X at hXY ⊢
  generalize (∑ a, py a) = Y at hXY ⊢
  calc (X + I • Y) * (X - I • Y) - (X - I • Y) * (X + I • Y)
      = (-2 * I) • (X * Y - Y * X) := by
        simp only [add_mul, mul_add, sub_mul, mul_sub, smul_mul_assoc, mul_smul_comm]
        module
    _ = (2 * Fintype.card ι * B : ℂ) • (1 : Module.End ℂ W) := by
        rw [hXY, smul_smul]
        congr 1
        linear_combination (-2 * (Fintype.card ι : ℂ) * B) * I_sq

/-- If there is at least one particle, the field is nonzero, and an eigenvector `ψ` of `H` with
energy `E` is annihilated by `Q`, then every `P ^ k ψ` is an eigenvector, with energy `E + k B`. -/
theorem kohn_tower [Nonempty ι] (h : IsKohnSystem B px py V) (hB : B ≠ 0) {E : ℂ} {ψ : W}
    (hE : hamiltonian px py V ψ = E • ψ) (hψ : ψ ≠ 0) (hQ : lowering px py ψ = 0) (k : ℕ) :
    Module.End.HasEigenvector (hamiltonian px py V) (E + k * B) ((raising px py ^ k) ψ) := by
  have hQP : ∀ φ, lowering px py (raising px py φ)
      = raising px py (lowering px py φ) + (2 * Fintype.card ι * B : ℂ) • φ :=
    fun φ => sub_eq_iff_eq_add'.mp (LinearMap.congr_fun (lowering_raising_comm h) φ)
  -- `Q` steps down the ladder with the factor `(n + 1) 2 N B`
  have down : ∀ n : ℕ, lowering px py ((raising px py ^ (n + 1)) ψ)
      = ((n + 1) * (2 * Fintype.card ι * B) : ℂ) • (raising px py ^ n) ψ := by
    intro n
    induction n with
    | zero => simp [hQP, hQ]
    | succ n ih =>
      have hp : raising px py ((raising px py ^ n) ψ) = (raising px py ^ (n + 1)) ψ := by
        rw [pow_succ', Module.End.mul_apply]
      rw [pow_succ' _ (n + 1), Module.End.mul_apply, hQP, ih, map_smul, hp]
      push_cast
      module
  refine kohn_theorem h hE k ?_
  induction k with
  | zero => simpa using hψ
  | succ k ih =>
    intro h0
    have hd := down k
    rw [h0, map_zero] at hd
    have hN : (Fintype.card ι : ℂ) ≠ 0 := Nat.cast_ne_zero.mpr Fintype.card_ne_zero
    have hB' : (B : ℂ) ≠ 0 := ofReal_ne_zero.mpr hB
    rcases smul_eq_zero.mp hd.symm with hc | hc
    · exact mul_ne_zero (Nat.cast_add_one_ne_zero k)
        (mul_ne_zero (mul_ne_zero two_ne_zero hN) hB') hc
    · exact ih hc

end

end KohnTheorem
```

```lean
#print axioms KohnTheorem.total_momentum_comm
#print axioms KohnTheorem.kohn_tower
```

```
'KohnTheorem.total_momentum_comm' depends on axioms: [propext, Classical.choice, Quot.sound]
'KohnTheorem.kohn_tower' depends on axioms: [propext, Classical.choice, Quot.sound]
```

## Reading the statements and the proof

The particle labels form a finite type `ι`, with $N$ equal to `Fintype.card ι`. The states are vectors in a complex vector space `W`, and `px a`, `py a` and `V` are linear maps from `W` to itself. `IsKohnSystem` collects the assumed relations: `same` is $[\Pi_{ax},\Pi_{ay}]=iB$, the fields `xx`, `xy` and `yy` concern different particles, and `vx` and `vy` are the conditions on $V$. The definitions `hamiltonian`, `raising` and `lowering` are $H$, $P$ and $Q$. `HasEigenvector` requires both the eigenvalue equation and a nonzero vector.

The lemmas follow the derivation:

- `hamiltonian_comm` computes $[H,T]$. Its inner step `sq` is the rule for $[A^2,T]$, with `noncomm_ring` checking the operator algebra.
- `momentum_total_comm` uses `Finset.sum_eq_single` to keep the one surviving term, and `total_momentum_comm` inserts the resulting numbers to obtain the cyclotron equations.
- `kohn_commutator` replaces the sums by the letters `X` and `Y` and combines the two equations. `module` collects the coefficients, and `I_sq` supplies $i^2=-1$.
- `kohn_theorem` is the induction on $k$.
- `lowering_raising_comm` proves $[Q,P]=2NB$. In `kohn_tower`, the step `down` is the formula for $QP^{n+1}\psi$, from which a second induction shows that no rung vanishes.

## Truncated bases, domains and absorption

**Truncated bases.** For $N\geq1$ and $B\neq0$, no nonzero finite-dimensional space satisfies `same`: a commutator of matrices has trace zero, but $iB$ times the identity does not. The theorems therefore do not apply directly to the matrices in a code, and the residual test should be read as a convergence test, on states with little weight near the cutoff.

**Domains and symmetry.** Unbounded operators fit if `W` is a common domain that all of them map into itself and that contains $\psi$. For the Coulomb interaction such a `W` does not in general lie within the square-integrable functions, because repeated multiplication by $1/r$ is too singular where particles meet. One can take the functions that are smooth away from coincident positions instead; that $P^k\psi$ is square-integrable and in the domain of $H$ must then be checked separately. There is no inner product, so self-adjointness plays no part and $E$ may be complex. Exchange symmetry is not imposed either. For fermions, $\psi$ is an antisymmetric vector in the larger space `W`, and $P$ preserves the antisymmetry because it treats all particles alike.

**Assumed, not derived.** The commutation relations are hypotheses; no vector potential or pair potential is constructed. All particles share one mass and one value of $B$. `kohn_tower` also assumes an eigenvector annihilated by $Q$ and does not show that a given system has one.

**Absorption.** Kohn's theorem is usually quoted as saying that interactions do not shift the cyclotron resonance. The file proves the statement about energy levels behind this, but contains no driving field, transition rate or selection rule.
